# At nonzero density, Becke's current-corrected curvature term is nonnegative, zero for one orbital and unchanged by a common phase

I would like to treat the orbital values φ_k and their gradients g_k at one point in space as independent complex data, with no functions behind them. With n = ∑|φ_k|² > 0 and S = ∑ conj(φ_k) g_k, Becke's term for current-carrying orbitals is then

D = ½ ∑‖g_k‖² − ‖2 Re S‖²/(8n) − ‖Im S‖²/(2n).

It should never be negative, should vanish for a single orbital, and should not notice a common position-dependent phase. Without the last term, one orbital carrying a current already gives a nonzero value. Can all three properties be proved rigorously and checked by machine?

## D is a sum over orbital pairs

Yes, and pointwise data are enough, because D contains only values and first derivatives at one point. All three properties follow from rewriting D as a sum of squares.

Fix a direction a and write x_k = g_k(a) and z_k = conj(φ_k) x_k. For two orbitals k and l,

|φ_k x_l − φ_l x_k|² = |φ_k|²|x_l|² + |x_k|²|φ_l|² − 2 Re(conj(z_k) z_l),

and Re(conj(z_k) z_l) = Re z_k Re z_l + Im z_k Im z_l. Summing over all k and l gives the complex Lagrange identity

∑_k ∑_l |φ_k x_l − φ_l x_k|² = 2 (n ∑_k |x_k|² − |∑_k z_k|²).

Here ∑_k z_k = S(a). Now sum over directions and use ‖S‖² = ‖Re S‖² + ‖Im S‖². Since ‖2 Re S‖²/(8n) = ‖Re S‖²/(2n), the two subtracted terms in D combine to ‖S‖²/(2n), so

D = (n ∑_k ‖g_k‖² − ‖S‖²)/(2n) = (1/4n) ∑_a ∑_k ∑_l |φ_k g_l(a) − φ_l g_k(a)|².

Every term is nonnegative, hence D ≥ 0. With one orbital, only k = l occurs and the amplitude is zero.

For the phase change, let a now be a real vector and j the direction, as in the code. The new data are exp(it) φ_k and exp(it)(g_k(j) + i φ_k a(j)). The new pair amplitude is

exp(2it) [φ_k g_l(j) + i φ_k φ_l a(j) − φ_l g_k(j) − i φ_l φ_k a(j)] = exp(2it) [φ_k g_l(j) − φ_l g_k(j)].

Its modulus is the old one, and n is unchanged, so D is unchanged.

The pair sum also settles when D = 0: exactly when φ_k g_l = φ_l g_k for all pairs. As n > 0, some φ_m is nonzero. Put v = g_m/φ_m; then φ_m g_k = φ_k g_m gives g_k = φ_k v for every k, and orbital m allows no other v. Conversely, g_k = φ_k v makes every amplitude φ_k φ_l v − φ_l φ_k v = 0.

A node of one orbital can give a positive value. For orbital values 1 and 0 with gradients 0 and w, one has n = 1 and S = 0, so D = ‖w‖²/2, which is positive whenever w ≠ 0.

### What the Lean statement says

The finite types `ι` and `κ` label orbitals and spatial directions, so any finite dimension is allowed. `Complex.normSq` is the squared modulus, and `density`, `gradOverlap` and `beckeD` are n, S and D. If g_k is the gradient of φ_k, then 2 Re S is the density gradient and, in atomic units, Im S is the paramagnetic current density. The factor ½ in the kinetic term fixes the convention for D: where the kinetic term is defined without it, all three terms, and so D itself, are twice as large.

`beckeD_main` assumes `hn : 0 < density φ`, meaning that at least one orbital is nonzero at the point, and states the three properties together. `Subsingleton ι` says that there is at most one orbital; with `hn` there is exactly one. In `boostOrbital` and `boostGradient`, `t` is the local value of the phase and `a` its gradient. The product rule is built into the second definition, not derived from differentiable functions.

In the physical reading, the orbitals are orthonormal, have unit occupation and belong to one spin channel; the theorems do not use orthonormality. There is no vector potential, and the Becke–Roussel exchange-hole model itself is not formalised. For a single determinant of such orbitals, D enters the curvature of the spherically averaged same-spin exchange hole, and the current-corrected form of the electron localisation function is built on it too.

```lean
import Mathlib

open ComplexConjugate

namespace BeckeCurrentCurvature

noncomputable section

variable {ι κ : Type*} [Fintype ι] [Fintype κ]

/-- The density at a point, the sum of the squared moduli of the orbital values. -/
def density (φ : ι → ℂ) : ℝ := ∑ k, Complex.normSq (φ k)

/-- The complex vector `S = ∑ conj(φ_k) g_k`, component by component. -/
def gradOverlap (φ : ι → ℂ) (g : ι → κ → ℂ) (a : κ) : ℂ := ∑ k, conj (φ k) * g k a

/-- The current-corrected curvature term: the kinetic energy density minus
`‖2 Re S‖² / (8n)` and minus `‖Im S‖² / (2n)`. -/
def beckeD (φ : ι → ℂ) (g : ι → κ → ℂ) : ℝ :=
  (∑ k, ∑ a, Complex.normSq (g k a)) / 2
    - (∑ a, (2 * (gradOverlap φ g a).re) ^ 2) / (8 * density φ)
    - (∑ a, (gradOverlap φ g a).im ^ 2) / (2 * density φ)

/-- Orbital values multiplied by the common phase `exp(it)`. -/
def boostOrbital (t : ℝ) (φ : ι → ℂ) (k : ι) : ℂ :=
  Complex.exp (t * Complex.I) * φ k

/-- Orbital gradients after a change of phase with local value `t` and gradient `a`. -/
def boostGradient (t : ℝ) (a : κ → ℝ) (φ : ι → ℂ) (g : ι → κ → ℂ) (k : ι) (j : κ) : ℂ :=
  Complex.exp (t * Complex.I) * (g k j + Complex.I * φ k * a j)

/-- Complex Lagrange identity for the orbital values and one component of their gradients. -/
theorem lagrange_identity (φ x : ι → ℂ) :
    ∑ k, ∑ l, Complex.normSq (φ k * x l - φ l * x k)
      = 2 * (density φ * ∑ k, Complex.normSq (x k)
          - Complex.normSq (∑ k, conj (φ k) * x k)) := by
  -- expand the squared modulus of one pair amplitude
  have h : ∀ k l, Complex.normSq (φ k * x l - φ l * x k)
      = Complex.normSq (φ k) * Complex.normSq (x l)
        + Complex.normSq (x k) * Complex.normSq (φ l)
        - 2 * ((conj (φ k) * x k).re * (conj (φ l) * x l).re)
        - 2 * ((conj (φ k) * x k).im * (conj (φ l) * x l).im) := by
    intro k l
    simp only [Complex.normSq_apply, Complex.sub_re, Complex.sub_im, Complex.mul_re,
      Complex.mul_im, Complex.conj_re, Complex.conj_im]
    ring
  rw [Complex.normSq_apply (∑ k, conj (φ k) * x k), Complex.re_sum, Complex.im_sum]
  unfold density
  -- the double sums factorise
  simp only [h, Finset.sum_add_distrib, Finset.sum_sub_distrib, ← Finset.mul_sum,
    ← Finset.sum_mul]
  ring

/-- At nonzero density the curvature term is a sum over orbital pairs of the squared
moduli of `φ_k g_l - φ_l g_k`, divided by `4n`. -/
theorem beckeD_eq_pair_sum (φ : ι → ℂ) (g : ι → κ → ℂ) (hn : 0 < density φ) :
    beckeD φ g
      = (∑ a, ∑ k, ∑ l, Complex.normSq (φ k * g l a - φ l * g k a)) / (4 * density φ) := by
  have h : ∑ a, ∑ k, ∑ l, Complex.normSq (φ k * g l a - φ l * g k a)
      = 2 * (density φ * (∑ a, ∑ k, Complex.normSq (g k a))
          - ∑ a, Complex.normSq (gradOverlap φ g a)) := by
    rw [Finset.mul_sum, ← Finset.sum_sub_distrib, Finset.mul_sum]
    exact Finset.sum_congr rfl fun a _ => lagrange_identity φ (fun k => g k a)
  have hT : ∑ k, ∑ a, Complex.normSq (g k a) = ∑ a, ∑ k, Complex.normSq (g k a) :=
    Finset.sum_comm
  -- split S into its density-gradient part and its current part
  have hS : ∑ a, Complex.normSq (gradOverlap φ g a)
      = ∑ a, (gradOverlap φ g a).re ^ 2 + ∑ a, (gradOverlap φ g a).im ^ 2 := by
    rw [← Finset.sum_add_distrib]
    refine Finset.sum_congr rfl fun a _ => ?_
    rw [Complex.normSq_apply]
    ring
  have hR : ∑ a, (2 * (gradOverlap φ g a).re) ^ 2
      = 4 * ∑ a, (gradOverlap φ g a).re ^ 2 := by
    rw [Finset.mul_sum]
    refine Finset.sum_congr rfl fun a _ => ?_
    ring
  have hn' : density φ ≠ 0 := hn.ne'
  rw [h, hS]
  unfold beckeD
  rw [hR, hT]
  field_simp
  ring

/-- At nonzero density the curvature term vanishes exactly when
`φ_k g_l = φ_l g_k` for every pair of orbitals. -/
theorem beckeD_eq_zero_iff_pairs (φ : ι → ℂ) (g : ι → κ → ℂ) (hn : 0 < density φ) :
    beckeD φ g = 0 ↔ ∀ k l a, φ k * g l a = φ l * g k a := by
  rw [beckeD_eq_pair_sum φ g hn]
  constructor
  · intro h k l a
    have h0 := (div_eq_zero_iff.1 h).resolve_right (mul_pos (by norm_num) hn).ne'
    -- a vanishing sum of nonnegative terms vanishes term by term
    have h1 := (Finset.sum_eq_zero_iff_of_nonneg (fun a _ =>
      Finset.sum_nonneg fun k _ => Finset.sum_nonneg fun l _ =>
        Complex.normSq_nonneg _)).1 h0 a (Finset.mem_univ a)
    have h2 := (Finset.sum_eq_zero_iff_of_nonneg (fun k _ =>
      Finset.sum_nonneg fun l _ => Complex.normSq_nonneg _)).1 h1 k (Finset.mem_univ k)
    have h3 := (Finset.sum_eq_zero_iff_of_nonneg (fun l _ =>
      Complex.normSq_nonneg _)).1 h2 l (Finset.mem_univ l)
    exact sub_eq_zero.1 (Complex.normSq_eq_zero.1 h3)
  · intro h
    rw [Finset.sum_eq_zero, zero_div]
    intro a _
    exact Finset.sum_eq_zero fun k _ => Finset.sum_eq_zero fun l _ => by
      rw [h k l a, sub_self, map_zero]

/-- The common phase `exp(it)` has unit squared modulus. -/
theorem normSq_phase (t : ℝ) : Complex.normSq (Complex.exp (t * Complex.I)) = 1 := by
  rw [Complex.normSq_eq_norm_sq, Complex.norm_exp_ofReal_mul_I, one_pow]

/-- A common phase leaves the density unchanged. -/
theorem density_boost (t : ℝ) (φ : ι → ℂ) : density (boostOrbital t φ) = density φ := by
  unfold density boostOrbital
  refine Finset.sum_congr rfl fun k _ => ?_
  rw [Complex.normSq_mul, normSq_phase, one_mul]

/-- At nonzero density the current-corrected curvature term is nonnegative, is zero for a
single orbital, and is invariant under a common position-dependent phase change. -/
theorem beckeD_main (φ : ι → ℂ) (g : ι → κ → ℂ) (hn : 0 < density φ) :
    0 ≤ beckeD φ g ∧ (Subsingleton ι → beckeD φ g = 0) ∧
      ∀ (t : ℝ) (a : κ → ℝ),
        beckeD (boostOrbital t φ) (boostGradient t a φ g) = beckeD φ g := by
  refine ⟨?_, ?_, ?_⟩
  · rw [beckeD_eq_pair_sum φ g hn]
    exact div_nonneg (Finset.sum_nonneg fun a _ => Finset.sum_nonneg fun k _ =>
      Finset.sum_nonneg fun l _ => Complex.normSq_nonneg _) (by linarith)
  · intro hι
    exact (beckeD_eq_zero_iff_pairs φ g hn).2 fun k l a => by rw [Subsingleton.elim k l]
  · intro t a
    have hb : 0 < density (boostOrbital t φ) := by rw [density_boost]; exact hn
    rw [beckeD_eq_pair_sum _ _ hb, beckeD_eq_pair_sum φ g hn, density_boost]
    congr 1
    refine Finset.sum_congr rfl fun j _ => Finset.sum_congr rfl fun k _ =>
      Finset.sum_congr rfl fun l _ => ?_
    -- the terms in a cancel and each pair amplitude only acquires a phase
    have h : boostOrbital t φ k * boostGradient t a φ g l j
        - boostOrbital t φ l * boostGradient t a φ g k j
        = Complex.exp (t * Complex.I) * (Complex.exp (t * Complex.I)
          * (φ k * g l j - φ l * g k j)) := by
      unfold boostOrbital boostGradient
      ring
    rw [h, Complex.normSq_mul, Complex.normSq_mul, normSq_phase, one_mul, one_mul]

/-- At nonzero density the curvature term vanishes exactly when one and only one complex
vector `v` satisfies `g_k = φ_k v` for all orbitals. -/
theorem beckeD_eq_zero_iff (φ : ι → ℂ) (g : ι → κ → ℂ) (hn : 0 < density φ) :
    beckeD φ g = 0 ↔ ∃! v : κ → ℂ, ∀ k a, g k a = φ k * v a := by
  rw [beckeD_eq_zero_iff_pairs φ g hn]
  constructor
  · intro h
    -- some orbital is nonzero at this point, and it fixes v
    have hex : ∃ m, φ m ≠ 0 := by
      by_contra hc
      have hz : ∀ k, φ k = 0 := fun k => by
        by_contra hk
        exact hc ⟨k, hk⟩
      have h0 : density φ = 0 := by simp [density, hz]
      exact hn.ne' h0
    obtain ⟨m, hm⟩ := hex
    refine ⟨fun a => g m a / φ m, ?_, ?_⟩
    · intro k a
      change g k a = φ k * (g m a / φ m)
      rw [← mul_div_assoc, eq_div_iff hm, mul_comm]
      exact h m k a
    · intro w hw
      funext a

      rw [eq_div_iff hm, mul_comm]
      exact (hw m a).symm
  · rintro ⟨v, hv, -⟩ k l a
    rw [hv l a, hv k a]
    ring

/-- For two orbitals, one of value 1 with zero gradient and one of value 0 with gradient
`w`, the curvature term equals `‖w‖² / 2`. -/
theorem beckeD_node (w : κ → ℂ) :
    beckeD (![1, 0] : Fin 2 → ℂ) (![0, w] : Fin 2 → κ → ℂ)
      = (∑ a, Complex.normSq (w a)) / 2 := by
  simp [beckeD, gradOverlap, Fin.sum_univ_two]

end

end BeckeCurrentCurvature
```

```lean
#print axioms BeckeCurrentCurvature.beckeD_main
#print axioms BeckeCurrentCurvature.beckeD_eq_zero_iff
#print axioms BeckeCurrentCurvature.beckeD_node
```

```
'BeckeCurrentCurvature.beckeD_main' depends on axioms: [propext, Classical.choice, Quot.sound]
'BeckeCurrentCurvature.beckeD_eq_zero_iff' depends on axioms: [propext, Classical.choice, Quot.sound]
'BeckeCurrentCurvature.beckeD_node' depends on axioms: [propext, Classical.choice, Quot.sound]
```

### How the proof follows the algebra

`lagrange_identity` is the identity for one direction. `beckeD_eq_pair_sum` sums it over directions, splits ‖S‖² into real and imaginary parts (`hS`), takes the factor 4 out of ‖2 Re S‖² (`hR`), and clears denominators with `field_simp` and `ring`.

In `beckeD_main`, nonnegativity is `div_nonneg` applied to the pair sum. The single-orbital case identifies k with l and uses `beckeD_eq_zero_iff_pairs`. For invariance, `density_boost` keeps n fixed, `ring` cancels the terms in `a`, and `normSq_phase` removes the two phase factors.

`beckeD_eq_zero_iff_pairs` descends through the three nested sums, using at each level that a vanishing sum of nonnegative terms vanishes term by term. `beckeD_eq_zero_iff` then picks the nonzero orbital m and divides by its value to construct v. `beckeD_node` evaluates the two-orbital example directly.

### Factorising the double sum with reversed rewrite rules

The proof turns on the `simp only` call in `lagrange_identity`. `Finset.mul_sum` normally moves a factor into a sum; written `← Finset.mul_sum`, it moves a factor that does not depend on the summation index out to the left. `← Finset.sum_mul` does the same to the right. In the inner sum over l, everything labelled k therefore comes out; in the outer sum over k, the completed l-sum comes out in turn. Each double sum becomes a product of two single sums.

This works because the auxiliary statement `h` writes the cross term through real and imaginary parts, each a product of a k-factor and an l-factor. Left as the squared modulus of a difference, the summand would offer these rules nothing to pull out. After the factorisation, only an identity between real numbers remains, and `ring` closes it.
